# A complex square matrix equals $BB^*-B^*B$ for some $B$ exactly when it is Hermitian and traceless

Matrices are complex and $n\times n$, $B^*$ is the conjugate transpose, and levels are numbered $0,\dots,n-1$. The self-commutator of $B$ is
$$C(B)=BB^*-B^*B .$$
For a real list $d_0,\dots,d_{n-1}$, let $s_k=\sum_{i<k}d_i$ be the sum of its first $k$ entries, so $s_0=0$ and $s_n=\sum_i d_i$. When these sums are nonnegative, the weighted shift $W$ has the entries
$$W_{i,i+1}=\sqrt{s_{i+1}},\qquad W_{ij}=0\ \text{ if } j\neq i+1 .$$
It takes level $k$ to level $k-1$ with amplitude $\sqrt{s_k}$ and annihilates level $0$.

The result is
$$A=C(B)\text{ for some }B\iff A^*=A\ \text{ and }\ \operatorname{tr}A=0 .$$
When $A$ is Hermitian and traceless, a suitable $B$ can be computed:

1. Diagonalise $A$ and sort the eigenvalues downward into $d$.
2. Put the eigenvectors in the same order as the columns of a unitary $V$.
3. Form the cumulative sums $s_k$, fill in $W$, and return $B=VWV^*$.

## Ladder operators in a truncated basis

A code that stores a bosonic annihilation operator $a$ as a finite matrix meets the trace condition at once: $aa^*-a^*a=1$ cannot hold in any nonzero finite dimension. With $n+1$ levels kept, the usual truncated $a$ is the weighted shift for $d=(1,\dots,1,-n)$, since then $s_k=k$ for $k\le n$. Its commutator is therefore the identity except for the entry $-n$ at the top level, and a consistency check in the code should expect that entry.

For a single spin the relation $S_+S_--S_-S_+=2S_z$ (with $\hbar=1$) has a traceless right-hand side, and a finite matrix satisfies it exactly.

## From sorted eigenvalues to $B$

**Necessity.** Both $BB^*$ and $B^*B$ are Hermitian, so $C(B)$ is Hermitian. Cyclicity gives $\operatorname{tr}BB^*=\operatorname{tr}B^*B$, so its trace is zero.

**The square roots are real.** Let $d_0\ge d_1\ge\dots\ge d_{n-1}$ with $\sum_i d_i=0$. If the first $k$ entries are all nonnegative, then $s_k\ge0$. Otherwise $d_i<0$ for some $i<k$, and every $j\ge k$ has $d_j\le d_i<0$. Hence
$$s_k=-\sum_{j\ge k}d_j\ge0 .$$

**The two products.** In $(WW^*)_{ik}=\sum_j W_{ij}\overline{W_{kj}}$ a term survives only if $j=i+1=k+1$, so the product is diagonal. Its entry at $i$ is $s_{i+1}$ when $i+1<n$. At the last level no term survives and the entry is $0$, which equals $s_n$ because the levels sum to zero.

In $(W^*W)_{ik}=\sum_j\overline{W_{ji}}W_{jk}$ a term survives only if $j+1=i=k$. The entry at $i$ is $s_i$, including $i=0$, where both sides are zero. Therefore
$$C(W)_{ii}=s_{i+1}-s_i=d_i .$$

**Any order.** If $d$ is not sorted, choose a permutation $\sigma$ for which $d_{\sigma(i)}$ decreases, and build $W$ from that list. The relabelled matrix $B_{ij}=W_{\sigma^{-1}(i),\sigma^{-1}(j)}$ has $C(B)=\operatorname{diag}(d)$.

**Any basis.** If $U^*U=1$, then
$$(UXU^*)(UYU^*)=UXYU^*,$$
and so $C(UBU^*)=U\,C(B)\,U^*$. A Hermitian $A$ can be written $U\operatorname{diag}(d)U^*$ with real $d$, and $\operatorname{tr}A=0$ means $\sum_i d_i=0$. With $C(B)=\operatorname{diag}(d)$ from the previous step, $C(UBU^*)=A$.

**Two consequences in dimension $n+1$.** For Hermitian $A$, the mean eigenvalue $m=\operatorname{tr}A/(n+1)$ is real, so $A-m1$ is Hermitian and traceless. Hence $A=m1+C(B)$ for some $B$. If instead $C(B)=c1$, taking the trace gives $(n+1)c=0$, so $c=0$.

## The Lean file

```lean
import Mathlib

open Matrix

namespace SelfCommutators

noncomputable section

variable {n : ℕ}

/-- The self-commutator `B B* - B* B` of an operator on an `n`-level system. -/
def selfCommutator (B : Matrix (Fin n) (Fin n) ℂ) : Matrix (Fin n) (Fin n) ℂ :=
  B * Bᴴ - Bᴴ * B

/-- The sum of the first `k` entries of a list of real levels. -/
def partialSum (d : Fin n → ℝ) (k : ℕ) : ℝ :=
  ∑ i : Fin n, if i.val < k then d i else 0

/-- The lowering operator that takes level `k` to level `k - 1` with amplitude the square root of
the `k`-th partial sum of `d`, or zero if that sum is negative. -/
def weightedShift (d : Fin n → ℝ) : Matrix (Fin n) (Fin n) ℂ :=
  Matrix.of fun i j =>
    if i.val + 1 = j.val then ((Real.sqrt (partialSum d j.val) : ℝ) : ℂ) else 0

/-- Every self-commutator has trace zero. -/
theorem trace_selfCommutator (B : Matrix (Fin n) (Fin n) ℂ) :
    (selfCommutator B).trace = 0 := by
  rw [selfCommutator, Matrix.trace_sub, Matrix.trace_mul_comm, sub_self]

/-- A unitary change of basis of `B` changes the basis of its self-commutator in the same way. -/
theorem selfCommutator_conj (U B : Matrix (Fin n) (Fin n) ℂ) (hU : Uᴴ * U = 1) :
    selfCommutator (U * B * Uᴴ) = U * selfCommutator B * Uᴴ := by
  have key : ∀ X Y : Matrix (Fin n) (Fin n) ℂ,
      (U * X * Uᴴ) * (U * Y * Uᴴ) = U * (X * Y) * Uᴴ := by
    intro X Y
    calc (U * X * Uᴴ) * (U * Y * Uᴴ) = U * X * (Uᴴ * U) * Y * Uᴴ := by
          simp only [Matrix.mul_assoc]
      _ = U * (X * Y) * Uᴴ := by
          rw [hU, Matrix.mul_one]
          simp only [Matrix.mul_assoc]
  have hstar : (U * B * Uᴴ)ᴴ = U * Bᴴ * Uᴴ := by
    rw [Matrix.conjTranspose_mul, Matrix.conjTranspose_mul, Matrix.conjTranspose_conjTranspose,
      Matrix.mul_assoc]
  rw [selfCommutator, hstar, key, key, selfCommutator, Matrix.mul_sub, Matrix.sub_mul]

/-- If the levels are sorted downward and add up to zero, every partial sum is nonnegative. -/
theorem partialSum_nonneg (d : Fin n → ℝ) (hd : Antitone d) (h0 : ∑ i, d i = 0) (k : ℕ) :
    0 ≤ partialSum d k := by
  unfold partialSum
  by_cases h : ∀ i : Fin n, i.val < k → 0 ≤ d i
  · apply Finset.sum_nonneg
    intro i _
    split_ifs with hi
    · exact h i hi
    · exact le_rfl
  · -- a negative level below `k` makes all levels left out negative as well
    push Not at h
    obtain ⟨i, hik, hi⟩ := h
    refine h0.symm.le.trans ?_
    apply Finset.sum_le_sum
    intro j _
    split_ifs with hj
    · exact le_rfl
    · have hij : i ≤ j := Fin.le_def.mpr (by omega)
      exact (hd hij).trans hi.le

/-- For sorted levels with sum zero, `W W*` is diagonal and holds the partial sums that
include the level itself. -/
theorem weightedShift_mul_star (d : Fin n → ℝ) (hd : Antitone d) (h0 : ∑ i, d i = 0) :
    weightedShift d * (weightedShift d)ᴴ =
      Matrix.diagonal fun i => ((partialSum d (i.val + 1) : ℝ) : ℂ) := by
  have hsq : ∀ k, ((Real.sqrt (partialSum d k) : ℝ) : ℂ) * ((Real.sqrt (partialSum d k) : ℝ) : ℂ)
      = ((partialSum d k : ℝ) : ℂ) := fun k => by
    rw [← Complex.ofReal_mul, Real.mul_self_sqrt (partialSum_nonneg d hd h0 k)]
  ext i k
  rw [Matrix.mul_apply, Matrix.diagonal_apply]
  simp only [Matrix.conjTranspose_apply, weightedShift, Matrix.of_apply]
  by_cases hik : i = k
  · subst hik
    rw [if_pos rfl]
    by_cases hi : i.val + 1 < n
    · rw [Finset.sum_eq_single (⟨i.val + 1, hi⟩ : Fin n)]
      · have h : i.val + 1 = (⟨i.val + 1, hi⟩ : Fin n).val := rfl
        rw [if_pos h]
        simpa using hsq (i.val + 1)
      · intro j _ hj
        have h : ¬ (i.val + 1 = j.val) := fun h => hj (Fin.ext h.symm)
        simp [h]
      · intro h
        exact absurd (Finset.mem_univ _) h
    · -- at the last level the partial sum is the whole sum, which vanishes
      have hs : partialSum d (i.val + 1) = 0 := by
        rw [← h0]
        exact Finset.sum_congr rfl fun j _ => if_pos (by have := j.isLt; omega)
      rw [hs, Complex.ofReal_zero]
      apply Finset.sum_eq_zero
      intro j _
      have h : ¬ (i.val + 1 = j.val) := by have := j.isLt; omega
      simp [h]
  · rw [if_neg hik]
    apply Finset.sum_eq_zero
    intro j _
    by_cases h : i.val + 1 = j.val
    · have h2 : ¬ (k.val + 1 = j.val) := fun h' => hik (Fin.ext (by omega))
      simp [h2]
    · simp [h]

/-- For sorted levels with sum zero, `W* W` is diagonal and holds the partial sums that
stop just before the level. -/
theorem star_mul_weightedShift (d : Fin n → ℝ) (hd : Antitone d) (h0 : ∑ i, d i = 0) :
    (weightedShift d)ᴴ * weightedShift d =
      Matrix.diagonal fun i => ((partialSum d i.val : ℝ) : ℂ) := by
  have hsq : ∀ k, ((Real.sqrt (partialSum d k) : ℝ) : ℂ) * ((Real.sqrt (partialSum d k) : ℝ) : ℂ)
      = ((partialSum d k : ℝ) : ℂ) := fun k => by
    rw [← Complex.ofReal_mul, Real.mul_self_sqrt (partialSum_nonneg d hd h0 k)]
  ext i k
  rw [Matrix.mul_apply, Matrix.diagonal_apply]
  simp only [Matrix.conjTranspose_apply, weightedShift, Matrix.of_apply]
  by_cases hik : i = k
  · subst hik
    rw [if_pos rfl]
    by_cases hi : i.val = 0
    · have hs : partialSum d i.val = 0 := by rw [hi]; simp [partialSum]
      rw [hs, Complex.ofReal_zero]
      apply Finset.sum_eq_zero
      intro j _
      have h : ¬ (j.val + 1 = i.val) := by omega
      simp [h]
    · have hlt : i.val - 1 < n := by have := i.isLt; omega
      rw [Finset.sum_eq_single (⟨i.val - 1, hlt⟩ : Fin n)]
      · have h : (⟨i.val - 1, hlt⟩ : Fin n).val + 1 = i.val := by
          show i.val - 1 + 1 = i.val
          omega
        rw [if_pos h]
        simpa using hsq i.val
      · intro j _ hj
        have h : ¬ (j.val + 1 = i.val) := fun h =>
          hj (Fin.ext (by show j.val = i.val - 1; omega))
        simp [h]
      · intro h
        exact absurd (Finset.mem_univ _) h
  · rw [if_neg hik]
    apply Finset.sum_eq_zero
    intro j _
    by_cases h : j.val + 1 = i.val
    · have h2 : ¬ (j.val + 1 = k.val) := fun h' => hik (Fin.ext (by omega))
      simp [h2]
    · simp [h]

/-- For sorted levels with sum zero, the self-commutator of the weighted shift is the diagonal
matrix of the levels. -/
theorem selfCommutator_weightedShift (d : Fin n → ℝ) (hd : Antitone d) (h0 : ∑ i, d i = 0) :
    selfCommutator (weightedShift d) = Matrix.diagonal fun i => (d i : ℂ) := by
  rw [selfCommutator, weightedShift_mul_star d hd h0, star_mul_weightedShift d hd h0,
    Matrix.diagonal_sub]
  refine congrArg Matrix.diagonal (funext fun i => ?_)
  -- consecutive partial sums differ by one level
  have hstep : partialSum d (i.val + 1) - partialSum d i.val = d i := by
    unfold partialSum
    rw [← Finset.sum_sub_distrib, Finset.sum_eq_single i]
    · simp
    · intro j _ hj
      have hne : j.val ≠ i.val := fun h => hj (Fin.ext h)
      split_ifs <;> first | omega | simp
    · intro h
      exact absurd (Finset.mem_univ _) h
  rw [← Complex.ofReal_sub, hstep]

/-- Every real diagonal matrix with trace zero is a self-commutator, in whatever order its
entries stand. -/
theorem exists_selfCommutator_diagonal (d : Fin n → ℝ) (h0 : ∑ i, d i = 0) :
    ∃ B, selfCommutator B = Matrix.diagonal fun i => (d i : ℂ) := by
  obtain ⟨σ, hσ⟩ : ∃ σ : Equiv.Perm (Fin n), Antitone fun i => d (σ i) := by
    refine ⟨Tuple.sort fun i => -d i, fun i j hij => ?_⟩
    have h : -d (Tuple.sort (fun i => -d i) i) ≤ -d (Tuple.sort (fun i => -d i) j) :=
      Tuple.monotone_sort (fun i => -d i) hij
    exact neg_le_neg_iff.mp h
  have hW := selfCommutator_weightedShift (fun i => d (σ i)) hσ
    ((Equiv.sum_comp σ d).trans h0)
  -- relabel the levels back to their original order
  refine ⟨(weightedShift fun i => d (σ i)).submatrix σ.symm σ.symm, ?_⟩
  rw [selfCommutator, Matrix.conjTranspose_submatrix, Matrix.submatrix_mul_equiv,
    Matrix.submatrix_mul_equiv]
  ext i j
  have hij := congrFun (congrFun hW (σ.symm i)) (σ.symm j)
  refine Eq.trans hij ?_
  simp [Matrix.diagonal_apply]

/-- A complex square matrix is a self-commutator `B B* - B* B` exactly when it is Hermitian and
has trace zero. -/
theorem exists_selfCommutator_iff (A : Matrix (Fin n) (Fin n) ℂ) :
    (∃ B, A = selfCommutator B) ↔ A.IsHermitian ∧ A.trace = 0 := by
  constructor
  · rintro ⟨B, rfl⟩
    refine ⟨?_, trace_selfCommutator B⟩
    simp [Matrix.IsHermitian, selfCommutator, Matrix.conjTranspose_sub, Matrix.conjTranspose_mul]
  · rintro ⟨hA, htr⟩
    -- diagonalise `A` by a unitary matrix
    obtain ⟨U, d, hU, hAd⟩ : ∃ (U : Matrix (Fin n) (Fin n) ℂ) (d : Fin n → ℝ),
        Uᴴ * U = 1 ∧ A = U * (Matrix.diagonal fun i => (d i : ℂ)) * Uᴴ := by
      refine ⟨hA.eigenvectorUnitary, hA.eigenvalues,
        Matrix.mem_unitaryGroup_iff'.mp hA.eigenvectorUnitary.2, ?_⟩
      have h := hA.spectral_theorem
      rw [Unitary.conjStarAlgAut_apply] at h
      exact h
    rw [hAd, Matrix.trace_mul_comm, ← Matrix.mul_assoc, hU, Matrix.one_mul,
      Matrix.trace_diagonal] at htr
    obtain ⟨B, hB⟩ := exists_selfCommutator_diagonal d (by exact_mod_cast htr)
    exact ⟨U * B * Uᴴ, by rw [selfCommutator_conj U B hU, hB, hAd]⟩

/-- In nonzero dimension every Hermitian matrix is its trace divided by the dimension, times the
identity, plus a self-commutator. -/
theorem hermitian_eq_mean_add_selfCommutator (A : Matrix (Fin (n + 1)) (Fin (n + 1)) ℂ)
    (hA : A.IsHermitian) :
    ∃ B, A = (A.trace / ((n : ℂ) + 1)) • (1 : Matrix (Fin (n + 1)) (Fin (n + 1)) ℂ)
      + selfCommutator B := by
  have hn : (n : ℂ) + 1 ≠ 0 := Nat.cast_add_one_ne_zero n
  have hT : star A.trace = A.trace := by rw [← Matrix.trace_conjTranspose, hA.eq]
  have hc : star (A.trace / ((n : ℂ) + 1)) = A.trace / ((n : ℂ) + 1) := by
    rw [star_div₀, hT, star_add, star_natCast, star_one]
  obtain ⟨B, hB⟩ := (exists_selfCommutator_iff
    (A - (A.trace / ((n : ℂ) + 1)) • (1 : Matrix (Fin (n + 1)) (Fin (n + 1)) ℂ))).mpr ⟨by
      rw [Matrix.IsHermitian, Matrix.conjTranspose_sub, Matrix.conjTranspose_smul,
        Matrix.conjTranspose_one, hA.eq, hc], by
      rw [Matrix.trace_sub, Matrix.trace_smul, Matrix.trace_one, Fintype.card_fin, smul_eq_mul,
        Nat.cast_add, Nat.cast_one, div_mul_cancel₀ _ hn, sub_self]⟩
  exact ⟨B, by rw [← hB]; abel⟩

/-- In nonzero dimension, if `B B* - B* B` is a number `c` times the identity, then `c = 0`. -/
theorem scalar_selfCommutator (B : Matrix (Fin (n + 1)) (Fin (n + 1)) ℂ) (c : ℂ)
    (h : selfCommutator B = c • (1 : Matrix (Fin (n + 1)) (Fin (n + 1)) ℂ)) : c = 0 := by
  have ht := trace_selfCommutator B
  rw [h, Matrix.trace_smul, Matrix.trace_one, Fintype.card_fin, smul_eq_mul,
    Nat.cast_add, Nat.cast_one] at ht
  exact (mul_eq_zero.mp ht).resolve_right (Nat.cast_add_one_ne_zero n)

end

end SelfCommutators
```

```lean
#print axioms SelfCommutators.exists_selfCommutator_iff
#print axioms SelfCommutators.hermitian_eq_mean_add_selfCommutator
#print axioms SelfCommutators.scalar_selfCommutator
```

```
'SelfCommutators.exists_selfCommutator_iff' depends on axioms: [propext, Classical.choice, Quot.sound]
'SelfCommutators.hermitian_eq_mean_add_selfCommutator' depends on axioms: [propext, Classical.choice, Quot.sound]
'SelfCommutators.scalar_selfCommutator' depends on axioms: [propext, Classical.choice, Quot.sound]
```

## How the Lean statements correspond to the matrices

An operator on an $n$-level system is a `Matrix (Fin n) (Fin n) ℂ`, and `ᴴ` is the conjugate transpose. The definitions `selfCommutator`, `partialSum` and `weightedShift` are $C(B)$, $s_k$ and $W$, with the same zero-based indices. `Antitone d` says that the levels never increase, so degenerate levels are allowed.

The main theorem, `exists_selfCommutator_iff`, takes an arbitrary complex matrix `A`. Hermiticity stands on the right of the equivalence and is not assumed beforehand. The size $n=0$ is included, where the only matrix is empty and both sides are true. The last two theorems use `Fin (n + 1)`, which makes the dimension nonzero. In `scalar_selfCommutator` the number `c` may be complex.

## How the Lean proof follows the algebra

`trace_selfCommutator` is the cyclicity step, through `Matrix.trace_mul_comm`. In `selfCommutator_conj` the local statement `key` cancels the inner `Uᴴ * U`, and `hstar` computes the adjoint of the rotated matrix.

`partialSum_nonneg` splits on whether all of the first `k` levels are nonnegative. In the other case it compares the total, which is zero, with the partial sum term by term: each omitted level is negative, so replacing it by zero can only raise the sum. The result is needed because `Real.sqrt` returns zero for a negative argument, and squaring it would then not recover the partial sum.

`weightedShift_mul_star` and `star_mul_weightedShift` compute the two products entry by entry. On the diagonal, `Finset.sum_eq_single` picks out the one surviving term, and the last or first level is treated separately. Off the diagonal every term vanishes. `selfCommutator_weightedShift` subtracts the two results, with `hstep` supplying $s_{i+1}-s_i=d_i$.

`exists_selfCommutator_diagonal` obtains the decreasing order by applying `Tuple.sort` to the negated levels, then relabels the shift with `submatrix`. The main theorem takes the eigenvector matrix and the eigenvalues from `hA.spectral_theorem`, turns the trace condition into a sum over eigenvalues, and rotates the diagonal solution back. `hermitian_eq_mean_add_selfCommutator` applies the main theorem to $A$ minus its mean, and `scalar_selfCommutator` takes a trace.

## Exact arithmetic, finite matrices, and a non-unique $B$

The equivalence states that some $B$ exists. The explicit formula is a theorem of its own, `selfCommutator_weightedShift`, for diagonal matrices with sorted entries; for general $A$ the construction is inside the proofs. In nonzero dimension $B$ is never unique, since adding a multiple of the identity to it leaves $C(B)$ unchanged.

The theorems concern exact real and complex numbers. In floating point the full sum $s_n$ may come out slightly different from zero, but $W$ does not use it. The sums $s_1,\dots,s_{n-1}$ that $W$ does use are strictly positive in exact arithmetic unless $A=0$. The file gives no error bound for the computed $B$.

Infinite-dimensional operators are not covered. The trace argument rests on finite dimension, and the full harmonic oscillator does satisfy $aa^*-a^*a=1$ on a suitable domain. The oscillator and spin matrices discussed above are illustrations and do not occur in the file.
